# For a real backflow factor with k ≠ 0, the slope of η at zero separation decides whether the kinetic local energy has a limit at contact

Two electrons of opposite spin can meet at a point where the wavefunction does not vanish. Hold one fixed on a line, put the other at x, and take real numbers a and k with

ψ(x) = exp(a|x| · kx).

The exponent akx|x| has first derivative 2ak|x| and, for x ≠ 0, second derivative 2ak sgn(x). Hence

ψ″/ψ = 2ak sgn(x) + 4a²k²x².

This tends to 2ak from the right and to −2ak from the left. The wavefunction and its slope are continuous, but the kinetic energy jumps unless ak = 0. This ψ is not normalisable on the whole line, so it serves only as a model of a wavefunction near x = 0.

The problems below treat the same effect in d dimensions, with a general function η in place of a|x|. Variational Monte Carlo samples the local energy, and for this single real factor the last problem says when its kinetic part has no jump at contact.

## The factor and its kinetic energy

The vector r is the position of one electron relative to the other, which is held fixed.

```lean
import Mathlib

open Filter Topology Set
open scoped InnerProductSpace

noncomputable section

namespace BackflowContact

/-- Euclidean space of dimension `d`. -/
abbrev Space (d : ℕ) := EuclideanSpace ℝ (Fin d)
```

The Laplacian adds the second derivatives along the coordinate axes.

```lean
variable {d : ℕ}

/-- The Laplacian: the sum of the second derivatives along the coordinate axes. -/
def laplacian (ψ : Space d → ℝ) (r : Space d) : ℝ :=
  ∑ i, deriv (deriv fun s : ℝ => ψ (r + s • EuclideanSpace.basisFun (Fin d) ℝ i)) 0
```

Backflow usually means the displacement of r to r + η(|r|)r. Applied to an orbital exp(⟨k,r⟩), it produces the extra factor exp(η(|r|)⟨k,r⟩), and `backflow` names that factor. The real vector k is the orbital's logarithmic gradient; if k = 0, the factor is constant. For d ≥ 1 the exponential is not normalisable over all of space, and it models an orbital only near contact.

```lean
/-- The backflow factor `exp (η(|r|) ⟨k, r⟩)`. -/
def backflow (η : ℝ → ℝ) (k r : Space d) : ℝ := Real.exp (η ‖r‖ * ⟪k, r⟫_ℝ)
```

The kinetic local energy is in atomic units and counts the moving electron only.

```lean
/-- The kinetic local energy `-(1/2) Δψ / ψ`, for `ψ r ≠ 0`. -/
def kineticEnergy (ψ : Space d → ℝ) (r : Space d) : ℝ := -(1 / 2) * (laplacian ψ r / ψ r)
```

Distances are never negative, so η′(0) is a one-sided slope. Likewise, "η is C² on [0,∞)" asks for two continuous derivatives in the distance, one-sided at 0, and says nothing about negative arguments.

```lean
/-- The derivative of a radial function on `[0, ∞)`, one-sided at `0`. -/
abbrev radialDeriv (η : ℝ → ℝ) : ℝ → ℝ := derivWithin η (Ici 0)
```

## (a) The projection along a line

Let v be a velocity and s a real parameter. Show that

d/ds ⟨k, r + sv⟩ = ⟨k,v⟩.

**Solution.** By linearity ⟨k, r + sv⟩ = ⟨k,r⟩ + s⟨k,v⟩, and the coefficient of s is the derivative.

```lean
/-- Along a line with velocity `v`, the projection `⟨k, r⟩` changes at the rate `⟨k, v⟩`. -/
theorem hasDerivAt_projection (k r v : Space d) (s : ℝ) :
    HasDerivAt (fun s : ℝ => ⟪k, r + s • v⟫_ℝ) ⟪k, v⟫_ℝ s := by
  have h := ((hasDerivAt_id' s).mul_const ⟪k, v⟫_ℝ).const_add ⟪k, r⟫_ℝ
  rw [one_mul] at h
  refine h.congr_of_eventuallyEq (Eventually.of_forall fun t => ?_)
  simp [inner_add_right, real_inner_smul_right]
```

## (b) The distance along a line

Write x = r + sv and suppose x ≠ 0. Show that

d|x|/ds = ⟨v,x⟩/|x|.

**Solution.** The derivative of |x|² is 2⟨v,x⟩. Since |x| = √(|x|²) and |x| > 0, the chain rule gives 2⟨v,x⟩/(2|x|). Lean takes the same route through `norm_sq` and `sqrt`.

```lean
/-- Away from contact, the distance `|x|` changes along `v` at the rate `⟨v, x⟩ / |x|`. -/
theorem hasDerivAt_distance {r v : Space d} {s : ℝ} (hx : r + s • v ≠ 0) :
    HasDerivAt (fun s : ℝ => ‖r + s • v‖) (⟪v, r + s • v⟫_ℝ / ‖r + s • v‖) s := by
  have hl : HasDerivAt (fun s : ℝ => r + s • v) v s := by
    simpa using ((hasDerivAt_id' s).smul_const v).const_add r
  have h := hl.norm_sq.sqrt (pow_ne_zero 2 (norm_ne_zero_iff.2 hx))
  simp only [Real.sqrt_sq (norm_nonneg _)] at h
  refine h.congr_deriv ?_
  rw [real_inner_comm v (r + s • v)]
  exact mul_div_mul_left _ _ two_ne_zero
```

## (c) The second derivative along a unit vector

Let f have derivatives g = f′ and h = f″ at positive distances, and let ψ be the backflow factor built from f. For r ≠ 0 and |v| = 1, write

ρ = |r|, p = ⟨k,r⟩, α = ⟨v,r⟩, q = ⟨k,v⟩,

with f, g, h evaluated at ρ. Show that the second derivative of ψ(r + sv) at s = 0 is ψ(r) times

[hp/ρ² − gp/ρ³ + (gp/ρ)²] α² + (2g/ρ)(1 + fp) αq + f²q² + gp/ρ.

**Solution.** Let φ(s) = f(|x|)⟨k,x⟩, so that (exp φ)″ = exp φ · (φ″ + φ′²). By (a) and (b), at s = 0,

φ′ = gαp/ρ + fq.

As |v| = 1, the derivative of ⟨v,x⟩/|x| at s = 0 is 1/ρ − α²/ρ³. Therefore

φ″ = hα²p/ρ² + gp(1/ρ − α²/ρ³) + 2gαq/ρ

φ′² = (gp/ρ)²α² + 2fgpαq/ρ + f²q².

Adding and collecting powers of α and q gives the target.

To differentiate twice, one needs the first derivative near s = 0 and not only at that point. In Lean, `hd` supplies it wherever x ≠ 0, and `h3` uses that x stays nonzero for small s. The final `field_simp` and `ring` collect the terms.

```lean
/-- Second derivative of the backflow factor along a unit vector `v`, away from contact, where
`g = f'` and `h = f''` at positive distances. -/
theorem second_deriv {f g h : ℝ → ℝ} (hf : ∀ t, 0 < t → HasDerivAt f (g t) t)
    (hg : ∀ t, 0 < t → HasDerivAt g (h t) t) (k : Space d) {r v : Space d}
    (hv : ‖v‖ = 1) (hr : r ≠ 0) :
    deriv (deriv fun s : ℝ => backflow f k (r + s • v)) 0 = backflow f k r *
      ((h ‖r‖ * ⟪k, r⟫_ℝ / ‖r‖ ^ 2 - g ‖r‖ * ⟪k, r⟫_ℝ / ‖r‖ ^ 3
          + (g ‖r‖ * ⟪k, r⟫_ℝ / ‖r‖) ^ 2) * (⟪r, v⟫_ℝ * ⟪v, r⟫_ℝ)
        + 2 * g ‖r‖ / ‖r‖ * (1 + f ‖r‖ * ⟪k, r⟫_ℝ) * (⟪k, v⟫_ℝ * ⟪v, r⟫_ℝ)
        + f ‖r‖ ^ 2 * (⟪k, v⟫_ℝ * ⟪v, k⟫_ℝ) + g ‖r‖ * ⟪k, r⟫_ℝ / ‖r‖) := by
  have h0 : r + (0 : ℝ) • v ≠ 0 := by simpa using hr
  have hne : ‖r‖ ≠ 0 := norm_ne_zero_iff.2 hr
  have hc : ContinuousAt (fun s : ℝ => r + s • v) 0 := by fun_prop
  have hF : ∀ s : ℝ, r + s • v ≠ 0 → HasDerivAt (fun s : ℝ => f ‖r + s • v‖)
      (g ‖r + s • v‖ * (⟪v, r + s • v⟫_ℝ / ‖r + s • v‖)) s := fun s hs =>
    (hf _ (norm_pos_iff.2 hs)).comp s (hasDerivAt_distance hs)
  have hG : HasDerivAt (fun s : ℝ => g ‖r + s • v‖) _ 0 :=
    (hg _ (norm_pos_iff.2 h0)).comp 0 (hasDerivAt_distance h0)
  have hd := fun (s : ℝ) (hs : r + s • v ≠ 0) =>
    ((hF s hs).fun_mul (hasDerivAt_projection k r v s)).exp
  have ha := hasDerivAt_projection v r v 0
  rw [real_inner_self_eq_norm_sq, hv, one_pow] at ha
  have h2 := (hd 0 h0).fun_mul (((hG.fun_mul (ha.fun_div (hasDerivAt_distance h0)
    (norm_ne_zero_iff.2 h0))).fun_mul (hasDerivAt_projection k r v 0)).fun_add
      ((hF 0 h0).mul_const ⟪k, v⟫_ℝ))
  -- the first derivative is known near `s = 0`, so it can be differentiated again
  have h3 : HasDerivAt (deriv fun s : ℝ => backflow f k (r + s • v)) _ 0 :=
    h2.congr_of_eventuallyEq ((hc.eventually_ne h0).mono fun s hs => (hd s hs).deriv)
  rw [h3.deriv, real_inner_comm v r, real_inner_comm k v]
  simp only [zero_smul, add_zero, backflow]
  field_simp
  ring
```

## (d) The sum over the axes

With the same symbols, show that for r ≠ 0

Δψ/ψ = hp + (d+1)gp/ρ + (gp)² + 2fp · gp/ρ + f²|k|².

**Solution.** Put v = e_i for each axis i = 0, …, d−1 and add. Parseval's identity gives

Σ α_i² = ρ², Σ α_i q_i = p, Σ q_i² = |k|²,

and the last term of (c) occurs d times. The sum is

hp − gp/ρ + (gp)² + (2g/ρ)(1 + fp)p + f²|k|² + d · gp/ρ.

The terms in gp/ρ have total coefficient −1 + 2 + d = d + 1. In Lean, `sum_inner_mul_inner` is Parseval's identity.

```lean
/-- Closed formula for `Δψ / ψ` away from contact, where `g = f'` and `h = f''` at positive
distances. -/
theorem laplacian_div {f g h : ℝ → ℝ} (hf : ∀ t, 0 < t → HasDerivAt f (g t) t)
    (hg : ∀ t, 0 < t → HasDerivAt g (h t) t) (k : Space d) {r : Space d} (hr : r ≠ 0) :
    laplacian (backflow f k) r / backflow f k r =
      ⟪k, r⟫_ℝ * h ‖r‖ + ((d : ℝ) + 1) * (g ‖r‖ * (⟪k, r⟫_ℝ / ‖r‖)) + (g ‖r‖ * ⟪k, r⟫_ℝ) ^ 2
        + 2 * f ‖r‖ * ⟪k, r⟫_ℝ * (g ‖r‖ * (⟪k, r⟫_ℝ / ‖r‖)) + f ‖r‖ ^ 2 * ‖k‖ ^ 2 := by
  have hne : ‖r‖ ≠ 0 := norm_ne_zero_iff.2 hr
  have hψ : backflow f k r ≠ 0 := Real.exp_ne_zero _
  unfold laplacian
  generalize EuclideanSpace.basisFun (Fin d) ℝ = b
  rw [Finset.sum_congr rfl fun i _ => second_deriv hf hg k (b.orthonormal.1 i) hr,
    ← Finset.mul_sum, mul_div_cancel_left₀ _ hψ]
  -- Parseval sums over the axes
  rw [Finset.sum_add_distrib, Finset.sum_add_distrib, Finset.sum_add_distrib,
    ← Finset.mul_sum, ← Finset.mul_sum, ← Finset.mul_sum, b.sum_inner_mul_inner,
    b.sum_inner_mul_inner, b.sum_inner_mul_inner, real_inner_self_eq_norm_sq,
    real_inner_self_eq_norm_sq, Finset.sum_const, Finset.card_univ, Fintype.card_fin,
    nsmul_eq_mul]
  field_simp
  ring
```

## (e) Any approach to contact

Let u tend to 0 through nonzero vectors, and suppose that η′(|u|)⟨k,u⟩/|u| tends to a number m. For η of class C² on [0,∞), show that

Δψ/ψ → (d+1)m + η(0)²|k|².

**Solution.** Use (d) with f = η and r = u. The values η(|u|), η′(|u|) and η″(|u|) converge to their one-sided values at 0, while p = ⟨k,u⟩ → 0. So hp, (gp)² and 2fp · gp/ρ vanish in the limit, the last because gp/ρ → m. The other two terms give the target.

The filter `l` in Lean stands for any manner of approach. The step `inside` turns derivatives within [0,∞) into ordinary ones at positive distances, as (d) requires.

```lean
/-- For `η` of class C² on `[0, ∞)` and any approach `u` to contact, `Δψ / ψ` converges as soon
as `η'(|u|) ⟨k, u⟩ / |u|` does. -/
theorem tendsto_of_approach {α : Type*} {l : Filter α} {u : α → Space d} {η : ℝ → ℝ}
    (hη : ContDiffOn ℝ 2 η (Ici 0)) (k : Space d) {m : ℝ} (hu : Tendsto u l (𝓝[≠] 0))
    (hm : Tendsto (fun a => radialDeriv η ‖u a‖ * (⟪k, u a⟫_ℝ / ‖u a‖)) l (𝓝 m)) :
    Tendsto (fun a => laplacian (backflow η k) (u a) / backflow η k (u a)) l
      (𝓝 (((d : ℝ) + 1) * m + η 0 ^ 2 * ‖k‖ ^ 2)) := by
  have hη₁ : ContDiffOn ℝ 1 (radialDeriv η) (Ici 0) :=
    hη.derivWithin (uniqueDiffOn_Ici 0) (by norm_num)
  have hη₂ := hη₁.continuousOn_derivWithin (uniqueDiffOn_Ici 0) le_rfl
  have inside : ∀ f : ℝ → ℝ, DifferentiableOn ℝ f (Ici 0) →
      ∀ t, 0 < t → HasDerivAt f (radialDeriv f t) t := fun f hf t ht =>
    (hf t ht.le).hasDerivWithinAt.hasDerivAt (Ici_mem_nhds ht)
  have hu0 : Tendsto u l (𝓝 0) := hu.mono_right nhdsWithin_le_nhds
  have hN : Tendsto (fun a => ‖u a‖) l (𝓝[Ici 0] 0) :=
    tendsto_nhdsWithin_iff.2 ⟨by simpa using hu0.norm, Eventually.of_forall fun a => norm_nonneg _⟩
  have t₀ := (hη.continuousOn 0 self_mem_Ici).tendsto.comp hN
  have t₁ := (hη₁.continuousOn 0 self_mem_Ici).tendsto.comp hN
  have t₂ := (hη₂ 0 self_mem_Ici).tendsto.comp hN
  have hk : Continuous fun x : Space d => ⟪k, x⟫_ℝ := by fun_prop
  have hp : Tendsto (fun a => ⟪k, u a⟫_ℝ) l (𝓝 0) := by
    simpa [Function.comp_def] using (hk.tendsto 0).comp hu0
  have hlim := ((((hp.mul t₂).add (hm.const_mul ((d : ℝ) + 1))).add ((t₁.mul hp).pow 2)).add
    (((t₀.const_mul 2).mul hp).mul hm)).add ((t₀.pow 2).mul_const (‖k‖ ^ 2))
  simp only [mul_zero, zero_mul, ne_eq, OfNat.ofNat_ne_zero, not_false_eq_true, zero_pow,
    zero_add, add_zero] at hlim
  refine hlim.congr' ((hu.eventually eventually_mem_nhdsWithin).mono fun a ha => ?_)
  exact (laplacian_div (inside _ (hη.differentiableOn (by norm_num)))
    (inside _ (hη₁.differentiableOn (by norm_num))) k ha).symm
```

## (f) Rays reach contact

For a unit vector n, show that as t decreases to 0

tn → 0, with tn ≠ 0 for t > 0.

**Solution.** The length of tn is t, which is positive and tends to 0.

```lean
/-- A ray along a unit vector, followed inwards, tends to contact through nonzero separations. -/
theorem tendsto_ray {n : Space d} (hn : ‖n‖ = 1) :
    Tendsto (fun t : ℝ => t • n) (𝓝[>] 0) (𝓝[≠] 0) := by
  have hc : Continuous fun t : ℝ => t • n := by fun_prop
  have hn0 : n ≠ 0 := norm_ne_zero_iff.1 (by rw [hn]; exact one_ne_zero)
  refine tendsto_nhdsWithin_iff.2 ⟨?_, ?_⟩
  · simpa using (hc.tendsto 0).mono_left nhdsWithin_le_nhds
  · exact eventually_mem_nhdsWithin.mono fun t ht => smul_ne_zero (ne_of_gt ht) hn0
```

## (g) The limit along a direction

For η of class C² on [0,∞) and |n| = 1, show that at r = tn, as t decreases to 0,

Δψ/ψ → (d+1)η′(0)⟨k,n⟩ + η(0)²|k|².

**Solution.** On the ray ⟨k,tn⟩/|tn| = ⟨k,n⟩, so the quantity in (e) is η′(t)⟨k,n⟩, which tends to m = η′(0)⟨k,n⟩. Apply (e), with (f) supplying the approach.

```lean
/-- For `η` of class C² on `[0, ∞)`, along a unit direction `n` the ratio `Δψ / ψ` tends at
contact to `(d + 1) η'(0) ⟨k, n⟩ + η(0)² |k|²`. -/
theorem directional_limit {η : ℝ → ℝ} (hη : ContDiffOn ℝ 2 η (Ici 0)) (k : Space d)
    {n : Space d} (hn : ‖n‖ = 1) :
    Tendsto (fun t : ℝ => laplacian (backflow η k) (t • n) / backflow η k (t • n)) (𝓝[>] 0)
      (𝓝 (((d : ℝ) + 1) * (radialDeriv η 0 * ⟪k, n⟫_ℝ) + η 0 ^ 2 * ‖k‖ ^ 2)) := by
  refine tendsto_of_approach hη k (tendsto_ray hn) ?_
  have h₁ := hη.continuousOn_derivWithin (uniqueDiffOn_Ici 0) (by norm_num)
  have h := ((h₁ 0 self_mem_Ici).tendsto.mono_left
    (nhdsWithin_mono 0 Ioi_subset_Ici_self)).mul_const ⟪k, n⟫_ℝ
  refine h.congr' (eventually_mem_nhdsWithin.mono fun t ht => ?_)
  have ht' : (0 : ℝ) < t := ht
  have e : ‖t • n‖ = t := by rw [norm_smul, hn, mul_one, Real.norm_of_nonneg ht'.le]
  beta_reduce
  rw [e, real_inner_smul_right, mul_div_cancel_left₀ _ ht'.ne']
```

## (h) Three dimensions

Show that for d = 3 the limit is

4η′(0)⟨k,n⟩ + η(0)²|k|².

**Solution.** Put d + 1 = 4 in (g).

```lean
/-- In three dimensions, for `η` of class C² on `[0, ∞)`, `Δψ / ψ` tends along a unit direction
`n` to `4 η'(0) ⟨k, n⟩ + η(0)² |k|²`. -/
theorem directional_limit_three {η : ℝ → ℝ} (hη : ContDiffOn ℝ 2 η (Ici 0)) (k : Space 3)
    {n : Space 3} (hn : ‖n‖ = 1) :
    Tendsto (fun t : ℝ => laplacian (backflow η k) (t • n) / backflow η k (t • n)) (𝓝[>] 0)
      (𝓝 (4 * radialDeriv η 0 * ⟪k, n⟫_ℝ + η 0 ^ 2 * ‖k‖ ^ 2)) := by
  convert directional_limit hη k hn using 2
  push_cast
  ring
```

## (i) When the kinetic energy has a limit

Let η be of class C² on [0,∞) and k ≠ 0. Show that

−½Δψ/ψ has a limit as r → 0 ⇔ η′(0) = 0.

**Solution.** Suppose the limit exists. The rays along n = k/|k| and −n must then agree, and by (g) their values are

−½[±(d+1)η′(0)|k| + η(0)²|k|²].

Subtracting gives (d+1)η′(0)|k| = 0, so η′(0) = 0.

Conversely, let η′(0) = 0. By Cauchy–Schwarz

|η′(|r|)⟨k,r⟩/|r|| ≤ |η′(|r|)| |k| → 0

from all directions at once. Part (e) with m = 0 gives the limit −½η(0)²|k|².

In Lean, `key` evaluates the supposed limit on each ray, and `squeeze_zero_norm` applies the bound. The neighbourhood `𝓝[≠] 0` leaves out r = 0, so "continuous" in the theorem's name means that a finite limit exists, with which the energy can be extended to contact.

```lean
/-- For `η` of class C² on `[0, ∞)` and `k ≠ 0`, the kinetic local energy of the backflow factor
has a limit at contact if and only if `η'(0) = 0`. -/
theorem kinetic_continuous_at_contact_iff {η : ℝ → ℝ} (hη : ContDiffOn ℝ 2 η (Ici 0))
    {k : Space d} (hk : k ≠ 0) :
    (∃ L, Tendsto (kineticEnergy (backflow η k)) (𝓝[≠] 0) (𝓝 L)) ↔ radialDeriv η 0 = 0 := by
  have hk' : ‖k‖ ≠ 0 := norm_ne_zero_iff.2 hk
  constructor
  · rintro ⟨L, hL⟩
    have key : ∀ n : Space d, ‖n‖ = 1 → L = -(1 / 2) *
        (((d : ℝ) + 1) * (radialDeriv η 0 * ⟪k, n⟫_ℝ) + η 0 ^ 2 * ‖k‖ ^ 2) := fun n hn =>
      tendsto_nhds_unique (hL.comp (tendsto_ray hn))
        ((directional_limit hη k hn).const_mul (-(1 / 2)))
    -- compare the approaches along `k` and against `k`
    have hn : ‖‖k‖⁻¹ • k‖ = 1 := by
      rw [norm_smul, norm_inv, norm_norm, inv_mul_cancel₀ hk']
    have hin : ⟪k, ‖k‖⁻¹ • k⟫_ℝ = ‖k‖ := by
      rw [real_inner_smul_right, real_inner_self_eq_norm_sq]
      field_simp
    have hp := key _ hn
    have hq := key (-(‖k‖⁻¹ • k)) (by rw [norm_neg, hn])
    rw [hin] at hp
    rw [inner_neg_right, hin] at hq
    have e : ((d : ℝ) + 1) * (radialDeriv η 0 * ‖k‖) = 0 := by linear_combination hp - hq
    exact (mul_eq_zero.1 ((mul_eq_zero.1 e).resolve_left (by positivity))).resolve_right hk'
  · intro h0
    have h₁ := hη.continuousOn_derivWithin (uniqueDiffOn_Ici 0) (by norm_num)
    have hN : Tendsto (fun r : Space d => ‖r‖) (𝓝[≠] 0) (𝓝[Ici 0] 0) :=
      tendsto_nhdsWithin_iff.2 ⟨tendsto_norm_zero.mono_left nhdsWithin_le_nhds,
        Eventually.of_forall fun r => norm_nonneg r⟩
    have ht := (((h₁ 0 self_mem_Ici).tendsto.comp hN).norm).mul_const ‖k‖
    rw [show derivWithin η (Ici 0) 0 = 0 from h0, norm_zero, zero_mul] at ht
    -- Cauchy-Schwarz bounds the angular factor
    have hm : Tendsto (fun r : Space d => radialDeriv η ‖r‖ * (⟪k, r⟫_ℝ / ‖r‖))
        (𝓝[≠] 0) (𝓝 0) := by
      refine squeeze_zero_norm (fun r => ?_) ht
      rw [norm_mul, norm_div, norm_norm]
      exact mul_le_mul_of_nonneg_left (div_le_of_le_mul₀ (norm_nonneg _) (norm_nonneg _)
        (abs_real_inner_le_norm k r)) (norm_nonneg _)
    exact ⟨_, (tendsto_of_approach hη k tendsto_id hm).const_mul (-(1 / 2))⟩

end BackflowContact
```

```lean
#print axioms BackflowContact.directional_limit_three
#print axioms BackflowContact.kinetic_continuous_at_contact_iff
```

```
'BackflowContact.directional_limit_three' depends on axioms: [propext, Classical.choice, Quot.sound]
'BackflowContact.kinetic_continuous_at_contact_iff' depends on axioms: [propext, Classical.choice, Quot.sound]
```

## Two-sided slopes, complex phases and full wavefunctions

Writing `deriv η 0` for η′(0) would make the equivalence in (i) false. The function η(t) = |t| is C² on [0,∞) with one-sided slope 1, but Lean's two-sided `deriv` returns 0 at the kink.

A plane-wave orbital would call for the phase exp(iη(|r|)⟨k,r⟩). The same calculation then gives the directional limit i(d+1)η′(0)⟨k,n⟩ − η(0)²|k|², which moves the jump into the imaginary part of the local energy. The theorems treat real exponents, so this variant rests on the pencil calculation alone.

The theorems stop at this one factor. In a full many-electron trial wavefunction, determinants and a Jastrow factor also contribute to the local energy at contact. A Jastrow factor with a cusp, multiplying a determinantal part with nonzero gradient, can produce a jump of its own, so (i) alone does not settle the choice of η′(0) there.
